# Ehrenfest's equation of motion for expectation values of finite matrices

Take a system with two levels and the Hamiltonian $H = \tfrac{\omega}{2}\sigma_2$, in units with $\hbar = 1$. The Pauli matrices are numbered $\sigma_0, \sigma_1, \sigma_2$ for the directions $x, y, z$. The state

$$\psi(t) = \tfrac{1}{\sqrt2}\,\bigl(e^{-i\omega t/2},\; e^{i\omega t/2}\bigr)$$

solves $\psi' = -iH\psi$, and its Pauli expectations are $\langle\sigma_0\rangle = \cos\omega t$ and $\langle\sigma_1\rangle = \sin\omega t$. Hence $\langle\sigma_0\rangle$ changes at the rate $-\omega\sin\omega t$, although $\sigma_0$ is a fixed matrix. The commutator gives the same rate. Since $[H,\sigma_0] = i\omega\sigma_1$, we have $i\langle[H,\sigma_0]\rangle = -\omega\langle\sigma_1\rangle = -\omega\sin\omega t$.

With a single level the matrices are numbers and the commutator vanishes. The expectation $a(t)|\psi(t)|^2$ then changes only through $a'(t)$.

## The product rule and the commutator

Let $\psi(t)\in\mathbb C^n$ solve $\psi' = -iH(t)\psi$. Let $H(t)$ be Hermitian at the instant $t$, and let the matrix $A$ be differentiable there with derivative $A'$. Write $\langle x,y\rangle = \sum_i \overline{x_i}\,y_i$. The claim is

$$\frac{d}{dt}\langle\psi,A\psi\rangle = i\,\langle\psi,[H,A]\psi\rangle + \langle\psi,A'\psi\rangle .$$

The expectation is the finite sum $\sum_{i,j}\overline{\psi_i}A_{ij}\psi_j$, so the product rule gives three terms:

$$\frac{d}{dt}\langle\psi,A\psi\rangle = \langle\psi',A\psi\rangle + \langle\psi,A'\psi\rangle + \langle\psi,A\psi'\rangle .$$

In the first term the bracket conjugates the factor $-i$, and Hermiticity moves $H$ to the right:

$$\langle -iH\psi,A\psi\rangle = i\langle H\psi,A\psi\rangle = i\langle\psi,HA\psi\rangle .$$

The third term is $-i\langle\psi,AH\psi\rangle$. Together they give $i\langle\psi,(HA-AH)\psi\rangle$, which proves the claim. $A$ need not be Hermitian.

Setting $A = H$ removes the commutator and leaves the energy balance $\frac{d}{dt}\langle\psi,H\psi\rangle = \langle\psi,H'\psi\rangle$. Setting $A = 1$ shows that $\langle\psi,\psi\rangle$ has zero derivative at $t$. For $\psi(t)\neq0$ the normalised mean $\langle\psi,A\psi\rangle/\langle\psi,\psi\rangle$ therefore obeys the same equation, with each bracket on the right divided by $\langle\psi,\psi\rangle$.

## Conserved expectations and commuting matrices

Let $H$ and $A$ now be constant, with $H$ Hermitian. If $HA = AH$, the derivative of $\langle\psi,A\psi\rangle$ is zero at all times, so the expectation is constant.

Conversely, suppose that the expectation is constant along every solution. Any $\psi_0$ is the initial value of the solution $\psi(t) = e^{-itH}\psi_0$, because $\frac{d}{dt}e^{-itH} = -iHe^{-itH}$. The derivative at $t=0$ vanishes, so $M = HA-AH$ satisfies $\langle\psi_0,M\psi_0\rangle = 0$ for every $\psi_0$.

Such a matrix is zero. Expanding the expectation in the state $x+y$ gives $\langle x,My\rangle+\langle y,Mx\rangle = 0$. The state $x+iy$ gives $i\langle x,My\rangle - i\langle y,Mx\rangle = 0$. Both together force $\langle x,My\rangle = 0$, and basis vectors for $x$ and $y$ pick out each entry of $M$.

The condition concerns all solutions: in a stationary state the expectation of every constant matrix $A$ stays fixed, whether or not $A$ commutes with $H$.

## Precession of a spin one-half

For $H = \tfrac12\sum_j B_j\sigma_j$ with a real vector $B(t)$, use $[\sigma_j,\sigma_k] = 2i\sum_l\varepsilon_{jkl}\sigma_l$, where $\varepsilon$ is the antisymmetric symbol with $\varepsilon_{012}=1$. Then

$$i[H,\sigma_k] = \frac i2\sum_j B_j[\sigma_j,\sigma_k] = -\sum_{j,l}\varepsilon_{jkl}B_j\sigma_l = \sum_{j,l}\varepsilon_{kjl}B_j\sigma_l ,$$

which is component $k$ of $B\times\sigma$. Hence $\frac{d}{dt}\langle\sigma\rangle = B\times\langle\sigma\rangle$.

For a numerical instance, take $B = (2,0,2)$ and $\psi = (3/5,\;4i/5)$ at some instant. The state is normalised and has $\langle\sigma\rangle = (0,\;24/25,\;-7/25)$. The cross product is

$$B\times\langle\sigma\rangle = \bigl(-\tfrac{48}{25},\;\tfrac{14}{25},\;\tfrac{48}{25}\bigr).$$

The last component can be checked directly. Here $H = \sigma_0+\sigma_2$, so $\psi' = -iH\psi = \tfrac15(4-3i,\;-4-3i)$. The derivative of $|\psi_0|^2-|\psi_1|^2$, with $\psi_0,\psi_1$ the two components of the state, is $2\,\mathrm{Re}(\overline{\psi_0}\psi_0'-\overline{\psi_1}\psi_1') = 2\bigl(\tfrac{12}{25}+\tfrac{12}{25}\bigr) = \tfrac{48}{25}$.

## States, observables and derivatives in Lean

The basis states are labelled by a finite type `n`. A state is a function `n → ℂ`, and an operator is a complex matrix in a fixed orthonormal basis.

```lean
import Mathlib

open Matrix

namespace EhrenfestTheorem

noncomputable section

variable {n : Type*} [Fintype n]
```

The product `⬝ᵥ` does not conjugate, so `star ψ` supplies the bra. The expectation is a complex number, and no normalisation is imposed.

```lean
/-- The expectation `⟨ψ, A ψ⟩` of a matrix `A` in the (not necessarily normalised) state `ψ`. -/
def expect (A : Matrix n n ℂ) (ψ : n → ℂ) : ℂ := star ψ ⬝ᵥ (A *ᵥ ψ)
```

Matrices are differentiated entry by entry with respect to real time, which in finite dimension is the usual derivative.

```lean
/-- The time-dependent matrix `A` has the derivative `A'` at time `t`, entry by entry. -/
def HasMatrixDerivAt (A : ℝ → Matrix n n ℂ) (A' : Matrix n n ℂ) (t : ℝ) : Prop :=
  ∀ i j, HasDerivAt (fun s => A s i j) (A' i j) t
```

The Schrödinger equation is required at every time and for every component. For a time-dependent Hamiltonian, the theorems take a solution as given and do not construct one.

```lean
/-- The Schrödinger equation `ψ' = -i H(t) ψ` at all times, in units with `ħ = 1`. -/
def SolvesSchrodinger (H : ℝ → Matrix n n ℂ) (ψ : ℝ → n → ℂ) : Prop :=
  ∀ t i, HasDerivAt (fun s => ψ s i) (((-Complex.I) • (H t *ᵥ ψ t)) i) t
```

## The general equation of motion

The product rule is proved once for a dot product of two moving vectors. It differentiates each summand and splits the resulting sum in two.

```lean
/-- Product rule for the dot product of two time-dependent vectors. -/
theorem hasDerivAt_dotProduct {u v : ℝ → n → ℂ} {u' v' : n → ℂ} {t : ℝ}
    (hu : ∀ i, HasDerivAt (fun s => u s i) (u' i) t)
    (hv : ∀ i, HasDerivAt (fun s => v s i) (v' i) t) :
    HasDerivAt (fun s => u s ⬝ᵥ v s) (u' ⬝ᵥ v t + u t ⬝ᵥ v') t := by
  have h : HasDerivAt (fun s => ∑ j, u s j * v s j)
      (∑ j, (u' j * v t j + u t j * v' j)) t :=
    HasDerivAt.fun_sum fun j _ => (hu j).fun_mul (hv j)
  rw [Finset.sum_add_distrib] at h
  exact h
```

In the main theorem, `hH` asks for Hermiticity only at the instant `t`. It makes the eigenvalues of $H(t)$ real and the rate of change of $\langle\psi,\psi\rangle$ zero at that instant. The hypothesis `hA` likewise concerns only that instant.

```lean
/-- **Ehrenfest theorem**: along a solution of the Schrödinger equation,
`d/dt ⟨ψ, A ψ⟩ = i ⟨ψ, [H, A] ψ⟩ + ⟨ψ, A' ψ⟩` at each time at which `H` is Hermitian and `A` is
differentiable. -/
theorem ehrenfest {H A : ℝ → Matrix n n ℂ} {A' : Matrix n n ℂ} {ψ : ℝ → n → ℂ} {t : ℝ}
    (hH : (H t).IsHermitian) (hψ : SolvesSchrodinger H ψ) (hA : HasMatrixDerivAt A A' t) :
    HasDerivAt (fun s => expect (A s) (ψ s))
      (Complex.I * expect (H t * A t - A t * H t) (ψ t) + expect A' (ψ t)) t := by
  -- differentiate `A ψ`, then its product with the bra
  have hAψ : ∀ i, HasDerivAt (fun s => (A s *ᵥ ψ s) i)
      ((A' *ᵥ ψ t + A t *ᵥ ((-Complex.I) • (H t *ᵥ ψ t))) i) t :=
    fun i => hasDerivAt_dotProduct (hA i) (hψ t)
  have hbra : ∀ i, HasDerivAt (fun s => (star (ψ s)) i)
      ((star ((-Complex.I) • (H t *ᵥ ψ t))) i) t := fun i => (hψ t i).star
  refine (hasDerivAt_dotProduct hbra hAψ).congr_deriv ?_
  -- Hermiticity moves `H` from the bra to the ket
  have hs : star ((-Complex.I) • (H t *ᵥ ψ t)) = Complex.I • (star (ψ t) ᵥ* H t) := by
    rw [star_smul, Matrix.star_mulVec, hH.eq]
    simp
  rw [hs]
  simp only [expect, smul_dotProduct, Matrix.sub_mulVec, dotProduct_sub, dotProduct_add,
    Matrix.mulVec_smul, dotProduct_smul, ← Matrix.mulVec_mulVec, ← Matrix.dotProduct_mulVec,
    smul_eq_mul]
  ring
```

The proof uses the product rule twice. In `hAψ` each component of $A\psi$ is the dot product of a row of $A$ with $\psi$, which yields $A'\psi + A\psi'$. In `hbra` the conjugated state is differentiated, and the outer product rule joins the two. The step `hs` is the move of $H$ across the bracket: conjugation turns $-i$ into $i$, and `hH.eq` replaces $H^\dagger$ by $H$. Linearity and `ring` then collect the commutator.

Ehrenfest's name is often attached to the equations for the mean position and momentum of a particle in a potential. Those operators lie beyond this matrix model: a commutator of finite matrices has trace zero, so for $n\ge1$ it cannot equal $i$ times the identity.

A constant observable has $A' = 0$, and the last term disappears.

```lean
/-- For a constant matrix `A` and a solution `ψ` of the Schrödinger equation, `d/dt ⟨ψ, A ψ⟩ = i ⟨ψ,
[H, A] ψ⟩` at each time at which `H` is Hermitian. -/
theorem ehrenfest_constant {H : ℝ → Matrix n n ℂ} (A : Matrix n n ℂ) {ψ : ℝ → n → ℂ} {t : ℝ}
    (hH : (H t).IsHermitian) (hψ : SolvesSchrodinger H ψ) :
    HasDerivAt (fun s => expect A (ψ s))
      (Complex.I * expect (H t * A - A * H t) (ψ t)) t := by
  have hA : HasMatrixDerivAt (fun _ => A) 0 t := fun i j => hasDerivAt_const t (A i j)
  refine (ehrenfest hH hψ hA).congr_deriv ?_
  simp [expect]
```

For the energy, the observable is the Hamiltonian itself and its commutator with itself cancels.

```lean
/-- Energy balance: along a solution of the Schrödinger equation, `d/dt ⟨ψ, H ψ⟩ = ⟨ψ, H' ψ⟩` at
each time at which `H` is Hermitian and differentiable. -/
theorem energy_balance {H : ℝ → Matrix n n ℂ} {H' : Matrix n n ℂ} {ψ : ℝ → n → ℂ} {t : ℝ}
    (hH : (H t).IsHermitian) (hψ : SolvesSchrodinger H ψ) (hd : HasMatrixDerivAt H H' t) :
    HasDerivAt (fun s => expect (H s) (ψ s)) (expect H' (ψ t)) t := by
  refine (ehrenfest hH hψ hd).congr_deriv ?_
  simp [expect]
```

For a linear model in a fixed finite basis, this balance gives a test of a time-propagation code: up to the error of the time stepping, $\langle\psi,H\psi\rangle$ should stay constant under a static Hermitian Hamiltonian, and under a driven one it should change at the rate $\langle\psi,H'\psi\rangle$.

## Conservation along every solution

The polarisation argument is the statement `key`. Its hypotheses `h1` and `h2` are the vanishing expectations in $x+y$ and $x+iy$, and `linear_combination` carries out the elimination, with `Complex.I_sq` supplying $i^2=-1$. The final lines insert basis vectors to read off the entries.

```lean
/-- A matrix whose expectation vanishes in every state is zero. -/
theorem eq_zero_of_expect_eq_zero [DecidableEq n] {M : Matrix n n ℂ}
    (h : ∀ ψ, expect M ψ = 0) : M = 0 := by
  -- polarisation: the states `x + y` and `x + i y` isolate `⟨x, M y⟩`
  have key : ∀ x y : n → ℂ, star x ⬝ᵥ (M *ᵥ y) = 0 := by
    intro x y
    have h1 := h (x + y)
    have h2 := h (x + Complex.I • y)
    have hx := h x
    have hy := h y
    simp only [expect, star_add, star_smul, Matrix.mulVec_add, Matrix.mulVec_smul,
      dotProduct_add, add_dotProduct, smul_dotProduct, dotProduct_smul, smul_eq_mul,
      Complex.star_def, Complex.conj_I] at h1 h2 hx hy
    linear_combination (1 / 2) * (h1 - hx - hy) - Complex.I / 2 * (h2 - hx - hy)
      + ((star x ⬝ᵥ (M *ᵥ y) - star y ⬝ᵥ (M *ᵥ x)) / 2
        - Complex.I / 2 * (star y ⬝ᵥ (M *ᵥ y))) * Complex.I_sq
  ext i j
  have hij := key (star (Pi.single i 1)) (Pi.single j 1)
  rw [star_star] at hij
  simpa using hij
```

For constant $H$ the propagator is the matrix exponential. This existence result does not need $H$ to be Hermitian.

```lean
/-- For a constant Hamiltonian matrix, a solution of the Schrödinger equation starts from every
initial state. -/
theorem exists_solution [DecidableEq n] (H : Matrix n n ℂ) (ψ₀ : n → ℂ) :
    ∃ ψ, SolvesSchrodinger (fun _ => H) ψ ∧ ψ 0 = ψ₀ := by
  let : SeminormedRing (Matrix n n ℂ) := Matrix.linftyOpSemiNormedRing
  let : NormedRing (Matrix n n ℂ) := Matrix.linftyOpNormedRing
  let : NormedAlgebra ℝ (Matrix n n ℂ) := Matrix.linftyOpNormedAlgebra
  -- the propagator is the matrix exponential `exp (-i t H)`
  refine ⟨fun t => NormedSpace.exp (t • ((-Complex.I) • H)) *ᵥ ψ₀, fun t i => ?_, by simp⟩
  have h := hasDerivAt_exp_smul_const' ((-Complex.I) • H) t
  let L : Matrix n n ℂ →ₗ[ℝ] ℂ :=
    { toFun := fun M => (M *ᵥ ψ₀) i
      map_add' := fun M N => congrFun (Matrix.add_mulVec M N ψ₀) i
      map_smul' := fun r M => congrFun (Matrix.smul_mulVec r M ψ₀) i }
  have h2 := (LinearMap.toContinuousLinearMap L).hasFDerivAt.comp_hasDerivAt t h
  refine h2.congr_deriv ?_
  change ((((-Complex.I) • H) * NormedSpace.exp (t • ((-Complex.I) • H))) *ᵥ ψ₀) i = _
  rw [← Matrix.mulVec_mulVec, Matrix.smul_mulVec]
```

The first three lines of the proof choose a norm on matrices, which the library's derivative of the exponential requires. The linear map `L` sends a matrix $M$ to component $i$ of $M\psi_0$. Composing it with the exponential turns the derivative of the propagator into the derivative of one component of the state.

The equivalence combines these results. Its left side quantifies over all solutions and all real times, and compares each expectation with its value at time zero.

```lean
/-- For a constant Hermitian `H`, the expectation of a constant matrix `A` is conserved along
every solution of the Schrödinger equation if and only if `A` commutes with `H`. -/
theorem conserved_iff_commute [DecidableEq n] {H : Matrix n n ℂ} (hH : H.IsHermitian)
    (A : Matrix n n ℂ) :
    (∀ ψ, SolvesSchrodinger (fun _ => H) ψ → ∀ t, expect A (ψ t) = expect A (ψ 0)) ↔
      H * A = A * H := by
  constructor
  · intro h
    refine sub_eq_zero.mp (eq_zero_of_expect_eq_zero fun ψ₀ => ?_)
    obtain ⟨ψ, hψ, h0⟩ := exists_solution H ψ₀
    have h1 : HasDerivAt (fun s => expect A (ψ s))
        (Complex.I * expect (H * A - A * H) (ψ 0)) 0 :=
      ehrenfest_constant (H := fun _ => H) (ψ := ψ) (t := 0) A hH hψ
    have h2 : HasDerivAt (fun s => expect A (ψ s)) 0 0 := by
      rw [show (fun s => expect A (ψ s)) = fun _ => expect A (ψ 0) from funext (h ψ hψ)]
      exact hasDerivAt_const _ _
    have h3 := h1.unique h2
    rw [h0] at h3
    exact (mul_eq_zero.mp h3).resolve_left Complex.I_ne_zero
  · intro hc ψ hψ t
    have hd : ∀ s, HasDerivAt (fun s => expect A (ψ s)) 0 s := by
      intro s
      have h1 : HasDerivAt (fun s => expect A (ψ s))
          (Complex.I * expect (H * A - A * H) (ψ s)) s :=
        ehrenfest_constant (H := fun _ => H) (ψ := ψ) (t := s) A hH hψ
      refine h1.congr_deriv ?_
      simp [hc, expect]
    exact is_const_of_deriv_eq_zero (fun s => (hd s).differentiableAt) (fun s => (hd s).deriv) t 0
```

In the forward direction, `h1` is the derivative from the equation of motion and `h2` is the derivative of a constant function. Derivatives are unique, so $i\langle\psi_0,[H,A]\psi_0\rangle = 0$. The factor $i$ is nonzero and can be removed, after which the polarisation lemma applies. In the reverse direction the derivative is zero at every time, and a function on the real line with zero derivative is constant.

## The spin equation in Lean

The Pauli matrices are indexed by `Fin 3`, with the values 0, 1, 2 used above.

```lean
/-- The three Pauli matrices. -/
def pauli : Fin 3 → Matrix (Fin 2) (Fin 2) ℂ :=
  ![!![0, 1; 1, 0], !![0, -Complex.I; Complex.I, 0], !![1, 0; 0, -1]]
```

The real vector `B` is measured in units of angular frequency. It stands for the magnetic field multiplied by $-\gamma$, where $\gamma$ is the gyromagnetic ratio of the spin, which is negative for an electron.

```lean
/-- The Hamiltonian `B · σ / 2` of a spin one-half in the field `B`, in units of frequency. -/
def spinHamiltonian (B : Fin 3 → ℝ) : Matrix (Fin 2) (Fin 2) ℂ :=
  (1 / 2 : ℂ) • ((B 0 : ℂ) • pauli 0 + (B 1 : ℂ) • pauli 1 + (B 2 : ℂ) • pauli 2)
```

The precession theorem holds for every component `k` and every time `t`. The field may depend on time in any way for which the given $\psi$ solves the Schrödinger equation. The entries of `B` are converted to complex numbers because `expect` takes complex values.

```lean
/-- Spin precession: in a time-dependent field `B(t)` the vector of Pauli expectations obeys
`d⟨σ⟩/dt = B × ⟨σ⟩`. -/
theorem spin_precession {B : ℝ → Fin 3 → ℝ} {ψ : ℝ → Fin 2 → ℂ}
    (hψ : SolvesSchrodinger (fun t => spinHamiltonian (B t)) ψ) (t : ℝ) (k : Fin 3) :
    HasDerivAt (fun s => expect (pauli k) (ψ s))
      (crossProduct (fun j => (B t j : ℂ)) (fun j => expect (pauli j) (ψ t)) k) t := by
  have hH : (spinHamiltonian (B t)).IsHermitian := by
    ext i j
    fin_cases i <;> fin_cases j <;> simp [spinHamiltonian, pauli, Matrix.conjTranspose_apply]
  refine (ehrenfest_constant (pauli k) hH hψ).congr_deriv ?_

  -- the Pauli commutators produce the cross product
  fin_cases k <;>
    simp [expect, spinHamiltonian, pauli, cross_apply, Matrix.mulVec, dotProduct,
      Fin.sum_univ_succ] <;>
    ring_nf <;> (try simp only [Complex.I_sq]) <;> (try ring)

end

end EhrenfestTheorem
```

Hermiticity of the spin Hamiltonian is checked on its four entries. `ehrenfest_constant` then supplies the derivative, and it remains to identify $i\langle[H,\sigma_k]\rangle$ with the cross product. The derivation by hand used the antisymmetric symbol. The Lean proof instead treats the three values of `k` separately, writes out both sides in the components of $\psi$ and $B$, and compares the resulting polynomials.

```lean
#print axioms EhrenfestTheorem.energy_balance
-- 'EhrenfestTheorem.energy_balance' depends on axioms: [propext, Classical.choice, Quot.sound]
#print axioms EhrenfestTheorem.eq_zero_of_expect_eq_zero
-- 'EhrenfestTheorem.eq_zero_of_expect_eq_zero' depends on axioms: [propext, Classical.choice, Quot.sound]
#print axioms EhrenfestTheorem.conserved_iff_commute
-- 'EhrenfestTheorem.conserved_iff_commute' depends on axioms: [propext, Classical.choice, Quot.sound]
#print axioms EhrenfestTheorem.spin_precession
-- 'EhrenfestTheorem.spin_precession' depends on axioms: [propext, Classical.choice, Quot.sound]
```
